# For fixed linear polarizations, remixing g ≥ 2 degenerate modes with real Raman tensors by an orthogonal matrix keeps their summed intensity and can give one mode any share of it

A crystal I am studying has a doubly degenerate zone-centre phonon. For one fixed pair of incident and scattered polarizations, my first calculation gives its two partners Raman intensities 9 and 16 in arbitrary units. A second run, with the same structure and the same frequencies, gives 25 and 0. The sums agree, but the second run makes one partner look Raman-silent in this geometry. Is one of the runs wrong? And if the split may change, is there any limit to how far?

## The sum is fixed, the split depends on the basis

Both runs can be right. Real orthonormal eigenvectors of a degenerate frequency are determined only up to an orthogonal change of basis, and for real Raman tensors and linear polarizations such a change can move the intensity of one partner anywhere between zero and the total.

Let R_j be the real 3×3 Raman tensor of mode j, with j running over g degenerate modes, and let e and f be the real polarization vectors. The amplitude and intensity of mode j are

r_j = eᵀ R_j f,  I_j = r_j²,

in units of a prefactor that the modes share, since it depends on their common frequency, the temperature and the incident light. A Raman tensor is the derivative of the polarizability along a normal coordinate, so it is linear in the eigenvector. If the new eigenvectors are combinations of the old ones with coefficients O_ij, where OᵀO = 1, then

R'_i = Σ_j O_ij R_j,
r'_i = eᵀ R'_i f = Σ_j O_ij r_j.

The amplitudes therefore form a vector r that transforms as r' = O r, and the summed intensity I = r·r is preserved:

r'·r' = rᵀ Oᵀ O r = r·r.

## Reaching every split with a reflection

Let s be any real vector with s·s = r·r. If s = r, take O = 1. Otherwise set v = r − s, which is nonzero. Equal lengths give

v·v = r·r − 2 r·s + s·s = 2(r·r − r·s) = 2 v·r.

Let H = 1 − c v vᵀ with c = 2/(v·v), the Householder reflection along v. It is symmetric, and

H² = 1 − 2c v vᵀ + c² (v·v) v vᵀ = 1,

because c(v·v) = 2. Hence HᵀH = 1. Moreover

H r = r − c(v·r) v = r − v = s.

Now prescribe intensities p_i ≥ 0 with Σ_i p_i = I. The vector with entries s_i = √p_i has the length of r, so some orthogonal O produces exactly these intensities. Conversely, intensities produced by remixing are squares and add up to I, so no other lists occur.

For a chosen mode k and a value t between 0 and I, give t to mode k, I − t to a second mode l, and zero to any others. No value outside this range is possible, since a single nonnegative term cannot exceed the sum.

## Your numbers, and the case of a single mode

Take R_1 = 5 diag(1, −1, 0), and let R_2 have the entry 5 in positions xy and yx and zeros elsewhere. With e = (1, 0, 0) and f = (0.6, 0.8, 0), the amplitudes are r = (3, 4) and the intensities 9 and 16. To reach 25 and 0, aim at s = (5, 0). Then v = (−2, 4), v·v = 20 and c = 1/10, so the rows of H are (0.6, 0.8) and (0.8, −0.6), and

H r = (1.8 + 3.2, 2.4 − 2.4) = (5, 0).

Whether a partner looks silent in this geometry thus depends on the basis.

With g = 1 the only orthogonal matrices are +1 and −1, and the intensity cannot change. The freedom starts at g = 2.

## What the Lean theorems say

The modes are labelled by a finite type `ι`. `amplitude e f R` is eᵀRf, `intensity` is its square, and `remix O R i` is the tensor R'_i, with the new mode as the row index of `O`. Orthogonality is the hypothesis `Oᵀ * O = 1`, which admits reflections as well as rotations. The tensors need not be symmetric, and `e` and `f` need not be normalised.

- `total_intensity_remix` is the sum rule, for any number of modes.
- `intensity_pattern_iff` says that a list `p` is attainable exactly when its entries are nonnegative and add up to the original total.
- `single_mode_intensity_range` equates the set of attainable intensities of mode `k` with the closed interval `Set.Icc 0 (∑ j, intensity e f (R j))`. The assumption `[Nontrivial ι]` means g ≥ 2.
- `nondegenerate_intensity_fixed` treats one mode alone.

No frequency appears in these statements. That the modes are degenerate, and that their tensors mix in the same way as their eigenvectors, is the physical input that justifies applying `remix`. Complex tensors, circular polarization and complex mixing coefficients lie beyond the model. The polarizations are also fixed before `O` is chosen, so nothing is claimed about prescribing the splits in two geometries with one `O`.

```lean
import Mathlib

open Matrix

namespace DegenerateRaman

/-- The Raman amplitude `eᵀ R f` of a mode with Raman tensor `R`, for real
polarization vectors `e` and `f`. -/
def amplitude (e f : Fin 3 → ℝ) (R : Matrix (Fin 3) (Fin 3) ℝ) : ℝ :=
  e ⬝ᵥ R *ᵥ f

/-- The Raman intensity of a mode, the square of its amplitude, in units of the
prefactor common to all degenerate modes. -/
def intensity (e f : Fin 3 → ℝ) (R : Matrix (Fin 3) (Fin 3) ℝ) : ℝ :=
  amplitude e f R ^ 2

/-- The Raman tensors of the new modes obtained by mixing the old ones with the
coefficients `O i j`. -/
def remix {ι : Type*} [Fintype ι] (O : Matrix ι ι ℝ)
    (R : ι → Matrix (Fin 3) (Fin 3) ℝ) (i : ι) : Matrix (Fin 3) (Fin 3) ℝ :=
  ∑ j, O i j • R j

/-- When modes are mixed, their Raman amplitudes mix as a vector with the same
coefficients. -/
theorem amplitude_remix {ι : Type*} [Fintype ι] (e f : Fin 3 → ℝ)
    (O : Matrix ι ι ℝ) (R : ι → Matrix (Fin 3) (Fin 3) ℝ) (i : ι) :
    amplitude e f (remix O R i) = (O *ᵥ fun j => amplitude e f (R j)) i := by
  simp only [amplitude, remix, mulVec, dotProduct, Matrix.sum_apply,
    Matrix.smul_apply, smul_eq_mul, Fin.sum_univ_three]
  simp only [Finset.mul_sum, Finset.sum_mul, mul_add, ← Finset.sum_add_distrib]
  refine Finset.sum_congr rfl fun j _ => ?_
  ring

/-- The summed Raman intensity of a set of modes is unchanged by orthogonal
remixing. -/
theorem total_intensity_remix {ι : Type*} [Fintype ι] [DecidableEq ι]
    (e f : Fin 3 → ℝ) (R : ι → Matrix (Fin 3) (Fin 3) ℝ)
    (O : Matrix ι ι ℝ) (hO : Oᵀ * O = 1) :
    ∑ i, intensity e f (remix O R i) = ∑ j, intensity e f (R j) := by
  -- an orthogonal matrix preserves the length of the amplitude vector
  have key : ∀ r : ι → ℝ, (O *ᵥ r) ⬝ᵥ (O *ᵥ r) = r ⬝ᵥ r := by
    intro r
    rw [Matrix.dotProduct_mulVec, ← Matrix.mulVec_transpose,
      Matrix.mulVec_mulVec, hO, Matrix.one_mulVec]
  have h := key fun j => amplitude e f (R j)
  simp only [intensity, amplitude_remix, sq]
  exact h

/-- Two real vectors of equal length are connected by an orthogonal matrix. -/
theorem exists_orthogonal_mulVec_eq {ι : Type*} [Fintype ι] [DecidableEq ι]
    (r s : ι → ℝ) (h : r ⬝ᵥ r = s ⬝ᵥ s) :
    ∃ O : Matrix ι ι ℝ, Oᵀ * O = 1 ∧ O *ᵥ r = s := by
  by_cases hrs : r = s
  · exact ⟨1, by simp, by simp [hrs]⟩
  -- otherwise reflect along the difference `v = r - s`
  obtain ⟨v, hv⟩ : ∃ v, v = r - s := ⟨_, rfl⟩
  have hne : v ⬝ᵥ v ≠ 0 := by
    intro h0
    have h1 : v = 0 := dotProduct_self_eq_zero.mp h0
    exact hrs (sub_eq_zero.mp (hv ▸ h1))
  have hvr : v ⬝ᵥ v = 2 * (v ⬝ᵥ r) := by
    rw [hv]
    simp only [sub_dotProduct, dotProduct_sub]
    rw [dotProduct_comm s r]
    linarith
  obtain ⟨c, hc⟩ : ∃ c : ℝ, c * (v ⬝ᵥ v) = 2 :=
    ⟨2 / (v ⬝ᵥ v), div_mul_cancel₀ 2 hne⟩
  have hT : (1 - c • vecMulVec v v)ᵀ = 1 - c • vecMulVec v v := by
    rw [Matrix.transpose_sub, Matrix.transpose_one, Matrix.transpose_smul]
    congr 2
    ext i j
    simp only [Matrix.transpose_apply, vecMulVec_apply]
    ring
  have hPP : vecMulVec v v * vecMulVec v v = (v ⬝ᵥ v) • vecMulVec v v := by
    ext i j
    simp only [Matrix.mul_apply, vecMulVec_apply, Matrix.smul_apply,
      smul_eq_mul, dotProduct, Finset.sum_mul]
    refine Finset.sum_congr rfl fun k _ => ?_
    ring
  have hPr : (c • vecMulVec v v) *ᵥ r = (c * (v ⬝ᵥ r)) • v := by
    ext i
    simp only [mulVec, dotProduct, vecMulVec_apply, Matrix.smul_apply,
      Pi.smul_apply, smul_eq_mul, Finset.mul_sum, Finset.sum_mul]
    refine Finset.sum_congr rfl fun k _ => ?_
    ring
  refine ⟨1 - c • vecMulVec v v, ?_, ?_⟩
  · -- the reflection is symmetric and squares to one
    have hsq : (1 - c • vecMulVec v v) * (1 - c • vecMulVec v v)
        = 1 - (2 * c) • vecMulVec v v
          + (c * c) • (vecMulVec v v * vecMulVec v v) := by
      simp only [sub_mul, mul_sub, one_mul, mul_one, smul_mul_assoc,
        mul_smul_comm]
      module
    have hcc : c * c * (v ⬝ᵥ v) = 2 * c := by linear_combination c * hc
    rw [hT, hsq, hPP, smul_smul, hcc, sub_add_cancel]
  · -- it carries `r` to `r - v = s`
    have h1 : c * (v ⬝ᵥ r) = 1 := by
      linear_combination hc / 2 - c / 2 * hvr
    rw [Matrix.sub_mulVec, Matrix.one_mulVec, hPr, h1, one_smul, hv,
      sub_sub_cancel]

/-- A list of mode intensities can be reached by orthogonal remixing exactly when
its entries are nonnegative and add up to the original summed intensity. -/
theorem intensity_pattern_iff {ι : Type*} [Fintype ι] [DecidableEq ι]
    (e f : Fin 3 → ℝ) (R : ι → Matrix (Fin 3) (Fin 3) ℝ) (p : ι → ℝ) :
    (∃ O : Matrix ι ι ℝ, Oᵀ * O = 1 ∧ ∀ i, intensity e f (remix O R i) = p i) ↔
      (∀ i, 0 ≤ p i) ∧ ∑ i, p i = ∑ j, intensity e f (R j) := by
  constructor
  · rintro ⟨O, hO, hp⟩
    refine ⟨fun i => ?_, ?_⟩
    · rw [← hp i]
      exact sq_nonneg _
    · rw [← total_intensity_remix e f R O hO]
      exact Finset.sum_congr rfl fun i _ => (hp i).symm
  · rintro ⟨hp, hsum⟩
    -- aim at the amplitude vector with entries `√(p i)`
    have hs : (fun i => √(p i)) ⬝ᵥ (fun i => √(p i)) = ∑ i, p i :=
      Finset.sum_congr rfl fun i _ => Real.mul_self_sqrt (hp i)
    have hr : (fun j => amplitude e f (R j)) ⬝ᵥ (fun j => amplitude e f (R j))
        = ∑ j, intensity e f (R j) := by
      simp only [dotProduct, intensity, sq]
    obtain ⟨O, hO, hOr⟩ := exists_orthogonal_mulVec_eq
      (fun j => amplitude e f (R j)) (fun i => √(p i))
      (hr.trans (hsum.symm.trans hs.symm))
    refine ⟨O, hO, fun i => ?_⟩
    rw [intensity, amplitude_remix, hOr]
    exact Real.sq_sqrt (hp i)

/-- For two or more degenerate modes, the intensity assigned to a chosen mode `k`
takes, under orthogonal remixing, exactly all values from zero to the summed
intensity. -/
theorem single_mode_intensity_range {ι : Type*} [Fintype ι] [DecidableEq ι]
    [Nontrivial ι] (e f : Fin 3 → ℝ) (R : ι → Matrix (Fin 3) (Fin 3) ℝ) (k : ι) :
    {x : ℝ | ∃ O : Matrix ι ι ℝ, Oᵀ * O = 1 ∧ intensity e f (remix O R k) = x}
      = Set.Icc 0 (∑ j, intensity e f (R j)) := by
  ext t
  constructor
  · rintro ⟨O, hO, rfl⟩
    refine ⟨sq_nonneg _, ?_⟩
    rw [← total_intensity_remix e f R O hO]
    exact Finset.single_le_sum (f := fun i => intensity e f (remix O R i))
      (fun i _ => sq_nonneg _) (Finset.mem_univ k)
  · rintro ⟨h0, h1⟩
    -- a second mode `l` takes up the remaining intensity
    obtain ⟨l, hl⟩ := exists_ne k
    obtain ⟨O, hO, hp⟩ := (intensity_pattern_iff e f R
      (fun i => (if i = k then t else 0)
        + (if i = l then (∑ j, intensity e f (R j)) - t else 0))).mpr
      ⟨fun i => by
          split_ifs <;> linarith,
        by simp [Finset.sum_add_distrib]⟩
    refine ⟨O, hO, ?_⟩
    rw [hp k]
    simp [hl.symm]

/-- For one mode alone, orthogonal remixing leaves its intensity unchanged. -/
theorem nondegenerate_intensity_fixed (e f : Fin 3 → ℝ)
    (R : Fin 1 → Matrix (Fin 3) (Fin 3) ℝ) (O : Matrix (Fin 1) (Fin 1) ℝ)
    (hO : Oᵀ * O = 1) :
    intensity e f (remix O R 0) = intensity e f (R 0) := by
  have h := total_intensity_remix e f R O hO
  rwa [Fin.sum_univ_one, Fin.sum_univ_one] at h

end DegenerateRaman
```

```lean
#print axioms DegenerateRaman.single_mode_intensity_range
#print axioms DegenerateRaman.nondegenerate_intensity_fixed
```

```
'DegenerateRaman.single_mode_intensity_range' depends on axioms: [propext, Classical.choice, Quot.sound]
'DegenerateRaman.nondegenerate_intensity_fixed' depends on axioms: [propext, Classical.choice, Quot.sound]
```

## From the amplitude vector to the interval

`amplitude_remix` is the rule r' = O r. It writes out the three Cartesian components, moves the sum over modes to the outside, and compares the terms for each `j` with `ring`.

In `total_intensity_remix`, the statement `key` is the preservation of r·r: one factor of `O` is moved across the dot product as a transpose, and `hO` replaces OᵀO by 1. Applying it to the amplitude vector gives the sum rule.

`exists_orthogonal_mulVec_eq` is the reflection argument. After the case r = s, `hne` shows that v·v is nonzero and `hvr` is the identity v·v = 2 v·r. The number `c` is introduced through c(v·v) = 2, and `vecMulVec v v` is the matrix v vᵀ. Symmetry of the reflection is `hT`; `hPP` is the product (v vᵀ)(v vᵀ) = (v·v) v vᵀ, which together with the expansion `hsq` gives H² = 1. Finally, `hPr` computes the action of c v vᵀ on r, and `h1`, which says c(v·r) = 1, turns H r into r − v = s.

In `intensity_pattern_iff`, the forward direction combines nonnegativity of squares with the sum rule. The reverse direction checks in `hs` and `hr` that the target vector √p_i and the amplitude vector have equal lengths, takes the orthogonal matrix from the previous lemma, and squares the roots again.

For `single_mode_intensity_range`, the upper bound comes from `Finset.single_le_sum`, a single term being at most a sum of nonnegative terms. For the converse, `exists_ne k` supplies the second mode `l`, and the two `if` expressions encode the list with t at `k` and the remainder at `l`. The one-mode theorem is the sum rule with a single term on each side.

When you compare runs, then, compare the intensity summed over the degenerate set; within this model of real tensors and exact degeneracy, a different split in one geometry is no sign of disagreement.
